# Two or More Anticommuting Dirac Matrices: Levels ±|d| of Equal Degeneracy for d ≠ 0

In a four-band k·p model near a band inversion, the Hamiltonian at a fixed wave vector k can often be written as a sum of Dirac matrices with real coefficients d_i(k), plus a multiple of the identity that shifts all levels together. The bands can then be written down without diagonalising a 4 × 4 matrix. One computes the length |d(k)|, places two states at +|d(k)| and two at −|d(k)|, measured from that common shift, and reads off a direct gap of 2|d(k)| at this k. For non-interacting electrons and a finite matrix at one k, this step rests on the following statement.

Let Γ_i be N × N complex matrices, at least two in number, with

Γ_i² = 1,  Γ_i Γ_j = −Γ_j Γ_i for i ≠ j,

and let d be a nonzero real vector with one component d_i per matrix. Put H = Σ_i d_i Γ_i and |d| = √(Σ_i d_i²). Then H² = |d|²·1 and tr H = 0, N is even, and the eigenspaces of H at +|d| and at −|d| each have dimension N/2.

Anticommutation says that the terms of H, such as a mass and the velocity terms along different axes, add in quadrature. The condition Γ_i² = 1 fixes their normalisation, so that d_i carries the energy. The condition d ≠ 0 says that the gap is open at the chosen k. In a physical model the Γ_i are also Hermitian, which makes H Hermitian, but the counting of states does not use this.

## Squaring H, taking its trace and counting states

Write the square as a double sum:

H² = Σ_i Σ_j d_i d_j Γ_i Γ_j.

Exchanging the names i and j gives the same matrix with Γ_j Γ_i in place of Γ_i Γ_j. Adding the two forms yields

2H² = Σ_i Σ_j d_i d_j (Γ_i Γ_j + Γ_j Γ_i).

For i ≠ j the bracket vanishes, and for i = j it equals 2·1. Hence 2H² = 2 Σ_i d_i²·1, which is H² = |d|²·1.

For the trace, fix i and choose some j ≠ i, which is possible because there are at least two matrices. Insert Γ_j² = 1, move one factor round the trace, and anticommute:

tr Γ_i = tr(Γ_j Γ_j Γ_i) = tr(Γ_j Γ_i Γ_j) = −tr(Γ_i Γ_j Γ_j) = −tr Γ_i.

So tr Γ_i = 0 for every i, and tr H = Σ_i d_i tr Γ_i = 0.

Now let e be either +|d| or −|d|. Since d ≠ 0, e ≠ 0, and we may define

P = (1 + H/e)/2.

From H² = e²·1 it follows that

HP = (H + H²/e)/2 = (H + e·1)/2 = eP.

Every vector Px therefore satisfies H(Px) = e(Px) and lies in the eigenspace at e. Conversely, if Hv = ev, then Pv = (v + v)/2 = v. Thus P is a projector whose range is exactly that eigenspace. In a basis adapted to its range and kernel, P is diagonal with entries 1 and 0, so its trace is the dimension of the range:

dim(eigenspace at e) = tr P = (N + tr H/e)/2 = N/2.

A dimension is an integer, so N is even. Both signs of e give the same count.

There are no other levels. If Hv = μv with v ≠ 0, applying H once more gives μ²v = |d|²v, so μ = |d| or μ = −|d|.

## A two-level example with |d| = 3

Take the Pauli matrices Γ_0 = σ_x, Γ_1 = σ_y, Γ_2 = σ_z and d = (1, 2, 2), so that |d| = √(1 + 4 + 4) = 3. With rows separated by semicolons,

H = [2, 1 − 2i; 1 + 2i, −2].

The trace is 0. Each diagonal entry of H² is 4 + (1 − 2i)(1 + 2i) = 9, and the off-diagonal entries cancel. The projector at e = 3 is

P = (1/6) [5, 1 − 2i; 1 + 2i, 1],

with trace 1 = N/2. Its first column, normalised, is the upper state (5, 1 + 2i)/√30. The same construction at e = −3 gives the lower state (1, −1 − 2i)/√6.

## Matrices, coefficients and energies in Lean

The type `ι` labels the Dirac matrices and `m` labels the basis states. Both are finite, and N is `Fintype.card m`.

```lean
import Mathlib

open Matrix

namespace DiracBands

noncomputable section

variable {ι m : Type*} [Fintype ι] [Fintype m] [DecidableEq m]
```

The algebraic conditions are collected in one structure. Its field `sq` is Γ_i² = 1 and its field `anti` is anticommutation of different members. Hermiticity is not among the fields.

```lean
/-- A family of Dirac matrices: each squares to one and different members anticommute. -/
structure IsDiracFamily {ι m : Type*} [Fintype m] [DecidableEq m]
    (Γ : ι → Matrix m m ℂ) : Prop where
  sq : ∀ i, Γ i * Γ i = 1
  anti : ∀ i j, i ≠ j → Γ i * Γ j = -(Γ j * Γ i)
```

The Hamiltonian is the weighted sum of the matrices. The coefficients are real, so that Hermitian Γ_i give a Hermitian H, and are converted to complex numbers before they multiply the matrices. The wave vector does not appear: `d` is the coefficient vector at one k.

```lean
/-- The Dirac Hamiltonian `H = ∑ d_i Γ_i` with real coefficients `d_i`. -/
def diracHamiltonian (Γ : ι → Matrix m m ℂ) (d : ι → ℝ) : Matrix m m ℂ :=
  ∑ i, (d i : ℂ) • Γ i
```

The energy |d| is a real square root and hence non-negative.

```lean
/-- The Euclidean length `|d|` of the coefficient vector. -/
def bandEnergy (d : ι → ℝ) : ℝ := √(∑ i, d i ^ 2)
```

The projector P is defined for any matrix `H` and any complex `e`. The theorem that uses it assumes `e ≠ 0`.

```lean
/-- The matrix `(1 + H / e) / 2` built from a Hamiltonian `H` and an energy `e`. -/
def bandProjector (H : Matrix m m ℂ) (e : ℂ) : Matrix m m ℂ :=
  (1 / 2 : ℂ) • (1 + e⁻¹ • H)
```

## The square and the trace

The first lemma removes the square root from |d|², in the complex form needed for matrix coefficients.

```lean
/-- The square of `|d|` is the sum of the squared coefficients. -/
theorem bandEnergy_sq (d : ι → ℝ) : (bandEnergy d : ℂ) ^ 2 = ∑ i, (d i : ℂ) ^ 2 := by
  rw [← Complex.ofReal_pow, bandEnergy,
    Real.sq_sqrt (Finset.sum_nonneg fun i _ => sq_nonneg (d i))]
  simp
```

Hermiticity of H is a separate theorem. The conjugate transpose passes through the sum, leaves each Γ_i unchanged by hypothesis, and leaves the real coefficients unchanged.

```lean
omit [Fintype m] [DecidableEq m] in
/-- With Hermitian Dirac matrices the Dirac Hamiltonian is Hermitian. -/
theorem diracHamiltonian_isHermitian {Γ : ι → Matrix m m ℂ}
    (hΓ : ∀ i, (Γ i).IsHermitian) (d : ι → ℝ) : (diracHamiltonian Γ d).IsHermitian := by
  unfold Matrix.IsHermitian
  rw [diracHamiltonian, Matrix.conjTranspose_sum]
  refine Finset.sum_congr rfl fun i _ => ?_
  rw [Matrix.conjTranspose_smul, (hΓ i).eq]
  simp
```

The proof of H² = |d|²·1 follows the symmetrised sum. `key` is the double sum, `key'` is the same sum with the matrix factors exchanged, and `double` adds them. For each fixed i, `Finset.sum_eq_single i` reduces the inner sum to its term j = i: one branch evaluates that term with `h.sq`, and another shows with `h.anti` that the remaining terms vanish. `half` then divides by two. This theorem needs neither a second matrix nor d ≠ 0.

```lean
/-- The Dirac Hamiltonian squares to `|d|²` times the identity. -/
theorem diracHamiltonian_sq {Γ : ι → Matrix m m ℂ} (h : IsDiracFamily Γ) (d : ι → ℝ) :
    diracHamiltonian Γ d * diracHamiltonian Γ d = ((bandEnergy d : ℂ) ^ 2) • 1 := by
  have key : diracHamiltonian Γ d * diracHamiltonian Γ d
      = ∑ i, ∑ j, ((d i : ℂ) * (d j : ℂ)) • (Γ i * Γ j) := by
    simp only [diracHamiltonian, Finset.sum_mul_sum, smul_mul_smul_comm]
  have key' : diracHamiltonian Γ d * diracHamiltonian Γ d
      = ∑ i, ∑ j, ((d i : ℂ) * (d j : ℂ)) • (Γ j * Γ i) := by
    rw [key, Finset.sum_comm]
    refine Finset.sum_congr rfl fun i _ => Finset.sum_congr rfl fun j _ => ?_
    rw [mul_comm (d j : ℂ) (d i : ℂ)]
  -- in the symmetrised double sum only the diagonal terms survive
  have double : diracHamiltonian Γ d * diracHamiltonian Γ d
      + diracHamiltonian Γ d * diracHamiltonian Γ d
      = ∑ i, (2 * (d i : ℂ) ^ 2) • (1 : Matrix m m ℂ) := by
    refine (congrArg₂ (· + ·) key key').trans ?_
    simp only [← Finset.sum_add_distrib]
    refine Finset.sum_congr rfl fun i _ => ?_
    rw [Finset.sum_eq_single i]
    · rw [h.sq i]
      module
    · intro j _ hj
      rw [h.anti i j hj.symm]
      module
    · simp
  have half : diracHamiltonian Γ d * diracHamiltonian Γ d
      = (1 / 2 : ℂ) • (diracHamiltonian Γ d * diracHamiltonian Γ d
        + diracHamiltonian Γ d * diracHamiltonian Γ d) := by module
  rw [half, double, ← Finset.sum_smul, smul_smul, bandEnergy_sq, ← Finset.mul_sum]
  congr 1
  ring
```

For the trace, the hypothesis `[Nontrivial ι]` says that there are at least two labels, and `exists_ne i` supplies the second label j. The `calc` block is the chain of trace identities above, with `Matrix.trace_mul_comm` as the cyclic step.

```lean
/-- With at least two Dirac matrices the Dirac Hamiltonian is traceless. -/
theorem diracHamiltonian_trace [Nontrivial ι] {Γ : ι → Matrix m m ℂ}
    (h : IsDiracFamily Γ) (d : ι → ℝ) : Matrix.trace (diracHamiltonian Γ d) = 0 := by
  have hΓ : ∀ i, Matrix.trace (Γ i) = 0 := by
    intro i
    obtain ⟨j, hj⟩ := exists_ne i
    -- insert `Γ_j² = 1`, cycle one factor round, and anticommute
    have key : Matrix.trace (Γ i) = -Matrix.trace (Γ i) := by
      calc Matrix.trace (Γ i) = Matrix.trace (Γ j * (Γ j * Γ i)) := by
            rw [← mul_assoc, h.sq, one_mul]
        _ = Matrix.trace (Γ j * Γ i * Γ j) := Matrix.trace_mul_comm _ _
        _ = -Matrix.trace (Γ i) := by
            rw [h.anti j i hj, neg_mul, mul_assoc, h.sq, mul_one, Matrix.trace_neg]
    linear_combination (1 / 2 : ℂ) * key
  simp [diracHamiltonian, Matrix.trace_sum, Matrix.trace_smul, hΓ]
```

## From the trace of a projector to the degeneracy

The counting theorem makes no reference to Dirac matrices. It holds for any traceless `H` with H² = e²·1 and e ≠ 0. `Matrix.toLin' H` is H acting on column vectors, `Module.End.eigenspace` is the space of solutions of Hv = ev, and `Module.finrank` is its dimension.

`hHP` is the identity HP = eP. `hproj` establishes the two properties of a projector onto the eigenspace: every Px lies in it, and P fixes each of its vectors. The library fact `hproj.trace` identifies the trace of P with the dimension, and the rewriting after it evaluates that trace as N/2. The conclusion is stated as twice the dimension equals N, which avoids division and contains the parity of N.

```lean
/-- If a traceless matrix `H` squares to `e²` with `e ≠ 0`, its eigenspace at `e` has
half the dimension of the whole space. -/
theorem two_mul_finrank_band {H : Matrix m m ℂ} {e : ℂ} (he : e ≠ 0)
    (hsq : H * H = (e ^ 2) • 1) (htr : Matrix.trace H = 0) :
    2 * Module.finrank ℂ (Module.End.eigenspace (Matrix.toLin' H) e) = Fintype.card m := by
  have hHP : H * bandProjector H e = e • bandProjector H e := by
    rw [bandProjector, Matrix.mul_smul, Matrix.mul_add, Matrix.mul_smul, Matrix.mul_one, hsq]
    match_scalars <;> field_simp
  -- `(1 + H / e) / 2` projects onto the eigenspace
  have hproj : LinearMap.IsProj (Module.End.eigenspace (Matrix.toLin' H) e)
      (Matrix.toLin' (bandProjector H e)) := by
    constructor
    · intro x
      rw [Module.End.mem_eigenspace_iff, Matrix.toLin'_apply, Matrix.toLin'_apply,
        Matrix.mulVec_mulVec, hHP, Matrix.smul_mulVec]
    · intro x hx
      rw [Module.End.mem_eigenspace_iff, Matrix.toLin'_apply] at hx
      rw [Matrix.toLin'_apply, bandProjector, Matrix.smul_mulVec, Matrix.add_mulVec,
        Matrix.one_mulVec, Matrix.smul_mulVec, hx, smul_smul, inv_mul_cancel₀ he, one_smul]
      module
  -- the trace of a projector is the dimension of its range
  have ht := hproj.trace
  rw [LinearMap.trace_eq_matrix_trace ℂ (Pi.basisFun ℂ m), LinearMap.toMatrix_eq_toMatrix',
    LinearMap.toMatrix'_toLin', bandProjector, Matrix.trace_smul, Matrix.trace_add,
    Matrix.trace_smul, htr, Matrix.trace_one, smul_zero, add_zero, smul_eq_mul] at ht
  have h2 : (2 : ℂ) * (Module.finrank ℂ (Module.End.eigenspace (Matrix.toLin' H) e) : ℂ)
      = (Fintype.card m : ℂ) := by
    linear_combination (-2 : ℂ) * ht
  exact_mod_cast h2
```

## The degeneracy theorem and the full spectrum

The main theorem joins five statements: the square, the trace, the parity of N, and the two dimensions. The quotient `Fintype.card m / 2` is a division of natural numbers, which would round down for odd N; the parity statement makes it exact. An empty basis, N = 0, is allowed, and both eigenspaces then have dimension 0. For N > 0 both dimensions are positive, so both +|d| and −|d| are eigenvalues.

The proof first finds a nonzero component of d and concludes |d| > 0. It then applies the counting theorem at |d| and at −|d|, and `omega` turns each equation 2 × dimension = N into the stated quotient.

```lean
/-- For at least two Dirac matrices of size `N` and `d ≠ 0`, the Hamiltonian `H = ∑ d_i Γ_i`
has `H² = |d|²` and zero trace, `N` is even, and the eigenspaces at `|d|` and `-|d|` each
have dimension `N / 2`. -/
theorem dirac_bands [Nontrivial ι] {Γ : ι → Matrix m m ℂ} (h : IsDiracFamily Γ)
    {d : ι → ℝ} (hd : d ≠ 0) :
    diracHamiltonian Γ d * diracHamiltonian Γ d = ((bandEnergy d : ℂ) ^ 2) • 1 ∧
    Matrix.trace (diracHamiltonian Γ d) = 0 ∧
    Even (Fintype.card m) ∧
    Module.finrank ℂ (Module.End.eigenspace (Matrix.toLin' (diracHamiltonian Γ d))
      (bandEnergy d : ℂ)) = Fintype.card m / 2 ∧
    Module.finrank ℂ (Module.End.eigenspace (Matrix.toLin' (diracHamiltonian Γ d))
      (-(bandEnergy d : ℂ))) = Fintype.card m / 2 := by
  have hpos : 0 < bandEnergy d := by
    obtain ⟨i, hi⟩ := Function.ne_iff.mp hd
    have hi' : d i ≠ 0 := hi
    exact Real.sqrt_pos.mpr (Finset.sum_pos' (fun j _ => sq_nonneg (d j))
      ⟨i, Finset.mem_univ i, by positivity⟩)
  have he : (bandEnergy d : ℂ) ≠ 0 := Complex.ofReal_ne_zero.mpr hpos.ne'
  have hsq := diracHamiltonian_sq h d
  have htr := diracHamiltonian_trace h d
  have hp := two_mul_finrank_band he hsq htr
  have hm := two_mul_finrank_band (neg_ne_zero.mpr he) (by rw [neg_sq]; exact hsq) htr
  exact ⟨hsq, htr, ⟨_, by rw [← hp, two_mul]⟩, by omega, by omega⟩
```

The theorem treats one finite matrix at one k. It does not decide how many anticommuting matrices exist for a given N, and it says nothing about how the eigenvectors vary with k, on which Berry phases and topological invariants depend.

Hermiticity could also have been made a field of `IsDiracFamily`. The bands could then be described by the list of real eigenvalues that Mathlib attaches to a Hermitian matrix, with the degeneracy as the number of entries equal to |d|, and P would be an orthogonal projector. The price would be a narrower theorem: a similarity transformation to a non-orthonormal basis preserves the relations of `IsDiracFamily` but in general destroys Hermiticity of the matrices. The version with eigenspaces covers such families as well.

That no further levels occur is proved by applying H twice to an eigenvector. In the code, `h3` is the equation (μ² − |d|²)v = 0, and `hv`, which says v ≠ 0, forces the scalar factor to vanish. The eigenvalue μ is allowed to be complex from the start, and the result holds for a single matrix and for d = 0 too.

```lean
/-- Every eigenvalue of the Dirac Hamiltonian is `|d|` or `-|d|`. -/
theorem eigenvalue_eq {Γ : ι → Matrix m m ℂ} (h : IsDiracFamily Γ) (d : ι → ℝ)
    {μ : ℂ} {v : m → ℂ} (hv : v ≠ 0) (hμ : diracHamiltonian Γ d *ᵥ v = μ • v) :
    μ = bandEnergy d ∨ μ = -(bandEnergy d : ℂ) := by
  -- apply the Hamiltonian twice to the eigenvector
  have h2 := congrArg (fun A => A *ᵥ v) (diracHamiltonian_sq h d)
  simp only [← Matrix.mulVec_mulVec, hμ, Matrix.mulVec_smul, Matrix.smul_mulVec,
    Matrix.one_mulVec, smul_smul] at h2
  have h3 : (μ * μ - (bandEnergy d : ℂ) ^ 2) • v = 0 := by rw [sub_smul, h2, sub_self]
  have h4 := (smul_eq_zero.mp h3).resolve_right hv
  exact sq_eq_sq_iff_eq_or_eq_neg.mp (by linear_combination h4)
```

## Pauli matrices, and a single matrix with nonzero trace

The Pauli matrices are numbered 0, 1, 2 in the order σ_x, σ_y, σ_z, as in the numerical example.

```lean
/-- The three Pauli matrices. -/
def pauli : Fin 3 → Matrix (Fin 2) (Fin 2) ℂ :=
  ![!![0, 1; 1, 0], !![0, -Complex.I; Complex.I, 0], !![1, 0; 0, -1]]
```

They satisfy the Dirac relations and are Hermitian, so the hypotheses describe at least the familiar two-level system. The proof checks every matrix entry for every choice of labels.

```lean
/-- The Pauli matrices are a Hermitian family of Dirac matrices. -/
theorem pauli_witness : IsDiracFamily pauli ∧ ∀ i, (pauli i).IsHermitian := by
  refine ⟨⟨fun i => ?_, fun i j hij => ?_⟩, fun i => Matrix.IsHermitian.ext fun a b => ?_⟩
  · ext a b
    fin_cases i <;> fin_cases a <;> fin_cases b <;>
      simp [pauli, Matrix.mul_apply, Fin.sum_univ_succ]
  · fin_cases i <;> fin_cases j <;> first
      | exact absurd rfl hij
      | (ext a b
         fin_cases a <;> fin_cases b <;> simp [pauli, Matrix.mul_apply, Fin.sum_univ_succ])
  · fin_cases i <;> fin_cases a <;> fin_cases b <;> simp [pauli]
```

The requirement of at least two matrices matters for the trace. The 2 × 2 identity, taken alone, squares to one and has no partner with which it would need to anticommute. With d = 1 it gives H = 1, whose trace is 2. Both states then lie at +1 and none at −1, so the equal division of states fails as well. Some single matrices, such as σ_z, are traceless, but the relations alone do not ensure it.

```lean
/-- The 2 × 2 identity alone is a one-member Dirac family whose Hamiltonian with `d = 1`
has nonzero trace. -/
theorem single_matrix_trace_ne_zero :
    IsDiracFamily (fun _ : Unit => (1 : Matrix (Fin 2) (Fin 2) ℂ)) ∧
    Matrix.trace (diracHamiltonian (fun _ : Unit => (1 : Matrix (Fin 2) (Fin 2) ℂ))
      (fun _ => 1)) ≠ 0 := by
  refine ⟨⟨fun _ => one_mul 1, fun i j hij => absurd (Subsingleton.elim i j) hij⟩, ?_⟩
  simp [diracHamiltonian, Matrix.trace_one]

end

end DiracBands
```

```lean
#print axioms DiracBands.diracHamiltonian_isHermitian
#print axioms DiracBands.dirac_bands
#print axioms DiracBands.eigenvalue_eq
#print axioms DiracBands.single_matrix_trace_ne_zero
```

```
'DiracBands.diracHamiltonian_isHermitian' depends on axioms: [propext, Classical.choice, Quot.sound]
'DiracBands.dirac_bands' depends on axioms: [propext, Classical.choice, Quot.sound]
'DiracBands.eigenvalue_eq' depends on axioms: [propext, Classical.choice, Quot.sound]
'DiracBands.single_matrix_trace_ne_zero' depends on axioms: [propext, Classical.choice, Quot.sound]
```
